# Real orbitals maximise the Hartree energy of one electron in a ±G plane-wave shell

Put one electron into the orbital

ψ(x) = a exp(iGx) + b exp(-iGx), with G ≠ 0 and |a|² + |b|² = 1,

and let the Hartree energy be w/2 times the sum of the squared moduli of the Fourier coefficients of |ψ|² at 2G and -2G, with w > 0. Then the energy is

E = w |a|² |b|².

It is at most w/4, every real orbital attains w/4, and E = 0 exactly for the travelling waves, a = 0 or b = 0.

When the one-electron Hamiltonian is real, plane-wave calculations at the Γ point can take the orbitals real and store only half of the coefficients. In this one-dimensional model with a single electron and only a Hartree interaction, that restriction puts a partly filled shell at its highest energy.

The constant w stands for the Coulomb repulsion between density waves of wave number 2G, which is the same for both signs of G. With a single electron this is the repulsion of its density with itself, a self-interaction that exact exchange would cancel. The uniform part of the density is left out, as it is when a neutralising background compensates it.

## From the orbital to w|a|²|b|²

Write a* for the complex conjugate of a, and average over the cell of length 2π/G. For an integer n ≠ 0,

(G/2π) ∫₀^{2π/G} exp(inGx) dx = (exp(2πin) - 1)/(2πin) = 0,

while for n = 0 the average is 1. Multiplying ψ by its conjugate gives the density

|ψ(x)|² = |a|² + |b|² + a b* exp(2iGx) + a* b exp(-2iGx).

Let ρ(n) be the average of |ψ(x)|² exp(-inGx). Only three of these modes can be nonzero:

ρ(0) = |a|² + |b|², ρ(2) = a b*, ρ(-2) = a* b.

Both oscillating modes have modulus |a||b|, so

E = (w/2)(|ρ(2)|² + |ρ(-2)|²) = w |a|² |b|².

Since (|a|² + |b|²)² = 1, we have 4|a|²|b|² = 1 - (|a|² - |b|²)², and therefore

w/4 - E = (w/4)(|a|² - |b|²)² ≥ 0.

Equality holds exactly when |a| = |b|. Because w ≠ 0, the product w|a|²|b|² vanishes exactly when a = 0 or b = 0.

It remains to identify the real orbitals. At x = 0 the orbital is a + b, so reality requires Im b = -Im a. At x = π/(2G) it is i(a - b), whose imaginary part is Re a - Re b, so Re b = Re a. Together these say b = a*. Conversely, if b = a*, then ψ(x) is the sum of a exp(iGx) and its conjugate, which is real. Every real orbital thus has |a| = |b| and energy w/4.

The simplest example is a = b = 1/√2. Then ψ = √2 cos(Gx), the density is 1 + cos(2Gx), both modes equal 1/2, and E = w/4. In the opposite limit, b → 0, the energy is w|b|²(1 - |b|²) and falls to zero as w|b|².

## Plane waves, density modes and the energy in Lean

```lean
import Mathlib

open scoped Real ComplexConjugate

namespace GammaPointOpenShell

noncomputable section
```

The wave number is a real parameter `G`, and each plane wave carries an integer index `n`.

```lean
/-- The plane wave `exp(i n G x)` with integer index `n`. -/
def planeWave (G : ℝ) (n : ℤ) (x : ℝ) : ℂ :=
  Complex.exp (((n * G * x : ℝ) : ℂ) * Complex.I)
```

The orbital is a function of position, with complex amplitudes `a` and `b` on the indices 1 and -1. Normalisation is not built in; it enters later as a hypothesis.

```lean
/-- The orbital `a exp(iGx) + b exp(-iGx)`. -/
def orbital (G : ℝ) (a b : ℂ) (x : ℝ) : ℂ :=
  a * planeWave G 1 x + b * planeWave G (-1) x
```

The cell average is the integral from 0 to 2π/G times G/(2π). For negative `G` both the orientation of the integral and the prefactor change sign, so the result is still the average.

```lean
/-- The average of a function over the cell from `0` to `2π/G`, for `G ≠ 0`. -/
def cellAverage (G : ℝ) (f : ℝ → ℂ) : ℂ :=
  ((G : ℂ) / (2 * (π : ℂ))) * ∫ x in (0 : ℝ)..(2 * π / G), f x
```

A density mode is the Fourier coefficient of |ψ|², with the sign convention used for ρ(n) above.

```lean
/-- The Fourier coefficient of the density `|ψ|²` at wave number `n G`, for `G ≠ 0`. -/
def densityMode (G : ℝ) (ψ : ℝ → ℂ) (n : ℤ) : ℂ :=
  cellAverage G (fun x => ((‖ψ x‖ ^ 2 : ℝ) : ℂ) * planeWave G (-n) x)
```

The energy is defined from these coefficients, so the formula in a and b has to be derived. For a general function `ψ` this expression keeps only two modes, but for the orbital considered here no other oscillating mode exists.

```lean
/-- The Hartree energy in which the density modes `2G` and `-2G` carry the weight `w/2` each,
for `G ≠ 0`. -/
def hartreeEnergy (w G : ℝ) (ψ : ℝ → ℂ) : ℝ :=
  w / 2 * (‖densityMode G ψ 2‖ ^ 2 + ‖densityMode G ψ (-2)‖ ^ 2)
```

## Averages and the three density modes

Two algebraic rules come first. Multiplying plane waves adds their indices, because the exponents add.

```lean
/-- The product of two plane waves is the plane wave with the summed index. -/
theorem planeWave_mul (G : ℝ) (m n : ℤ) (x : ℝ) :
    planeWave G m x * planeWave G n x = planeWave G (m + n) x := by
  unfold planeWave
  rw [← Complex.exp_add]
  congr 1
  push_cast
  ring
```

Conjugation changes the sign of the index.

```lean
/-- Complex conjugation reverses the wave number of a plane wave. -/
theorem conj_planeWave (G : ℝ) (n : ℤ) (x : ℝ) :
    conj (planeWave G n x) = planeWave G (-n) x := by
  unfold planeWave
  rw [← Complex.exp_conj]
  congr 1
  simp only [map_mul, Complex.conj_ofReal, Complex.conj_I]
  push_cast
  ring
```

The next lemma is the averaging rule. Its proof separates n = 0, where the integrand is 1, from n ≠ 0, where the exponential is integrated explicitly. The equation `hp` says that the exponent at the end of the cell is n times 2πi, so the two endpoint values cancel.

```lean
/-- For `G ≠ 0`, a plane wave averages to one over the cell if its index is zero, and to zero
otherwise. -/
theorem cellAverage_planeWave {G : ℝ} (hG : G ≠ 0) (n : ℤ) :
    cellAverage G (planeWave G n) = if n = 0 then 1 else 0 := by
  have hG' : (G : ℂ) ≠ 0 := Complex.ofReal_ne_zero.mpr hG
  have hpi : (π : ℂ) ≠ 0 := Complex.ofReal_ne_zero.mpr Real.pi_ne_zero
  unfold cellAverage
  split_ifs with hn
  · subst hn
    have h : ∀ x, planeWave G 0 x = 1 := by intro x; simp [planeWave]
    simp only [h, intervalIntegral.integral_const, sub_zero, Complex.real_smul, mul_one]
    push_cast
    field_simp
  · have hc : (n : ℂ) * G * Complex.I ≠ 0 :=
      mul_ne_zero (mul_ne_zero (Int.cast_ne_zero.mpr hn) hG') Complex.I_ne_zero
    have h : ∀ x : ℝ, planeWave G n x = Complex.exp ((n : ℂ) * G * Complex.I * x) := by
      intro x
      unfold planeWave
      congr 1
      push_cast
      ring
    -- the phase advances by a multiple of 2π across the cell
    have hp : (n : ℂ) * G * Complex.I * ((2 * π / G : ℝ) : ℂ) = n * (2 * π * Complex.I) := by
      push_cast
      field_simp
    simp only [h]
    rw [integral_exp_mul_complex hc, hp, Complex.exp_int_mul_two_pi_mul_I]
    simp
```

The density expansion follows by writing each squared modulus as z z*. The auxiliary equations `h2` and `hm2` split the waves of index ±2 into products, and `h0` says that the waves of index 1 and -1 multiply to one. The closing `linear_combination` uses `h0` to turn the two diagonal products into |a|² + |b|².

```lean
/-- The density of the orbital is a constant `|a|² + |b|²` plus plane waves `2G` and `-2G` with
coefficients `a b*` and `a* b`. -/
theorem density_orbital (G : ℝ) (a b : ℂ) (x : ℝ) :
    ((‖orbital G a b x‖ ^ 2 : ℝ) : ℂ) = ((‖a‖ ^ 2 + ‖b‖ ^ 2 : ℝ) : ℂ)
      + a * conj b * planeWave G 2 x + conj a * b * planeWave G (-2) x := by
  have hn : ∀ z : ℂ, ((‖z‖ ^ 2 : ℝ) : ℂ) = z * conj z := by
    intro z
    rw [Complex.mul_conj, Complex.normSq_eq_norm_sq]
  have h2 : planeWave G 2 x = planeWave G 1 x * planeWave G 1 x := by
    rw [planeWave_mul]; norm_num
  have hm2 : planeWave G (-2) x = planeWave G (-1) x * planeWave G (-1) x := by
    rw [planeWave_mul]; norm_num
  have h0 : planeWave G 1 x * planeWave G (-1) x = 1 := by
    rw [planeWave_mul]; simp [planeWave]
  rw [Complex.ofReal_add, hn, hn, hn, h2, hm2]
  unfold orbital
  simp only [map_add, map_mul, conj_planeWave, neg_neg]
  linear_combination (a * conj a + b * conj b) * h0
```

All Fourier modes of the density can now be read off. In the proof, `hf` multiplies the expansion by the plane wave of index -n, the integral is split into three terms, and the averaging rule `e` evaluates each one. The three `omega` lines translate "the total index is zero" into n = 0, n = 2 and n = -2.

```lean
/-- For `G ≠ 0`, the only density modes of the orbital are `0`, `2G` and `-2G`, with values
`|a|² + |b|²`, `a b*` and `a* b`. -/
theorem densityMode_orbital {G : ℝ} (hG : G ≠ 0) (a b : ℂ) (n : ℤ) :
    densityMode G (orbital G a b) n =
      (if n = 0 then ((‖a‖ ^ 2 + ‖b‖ ^ 2 : ℝ) : ℂ) else 0)
      + (if n = 2 then a * conj b else 0) + (if n = -2 then conj a * b else 0) := by
  set N : ℂ := ((‖a‖ ^ 2 + ‖b‖ ^ 2 : ℝ) : ℂ) with hN
  have hf : (fun x => ((‖orbital G a b x‖ ^ 2 : ℝ) : ℂ) * planeWave G (-n) x) =
      fun x => N * planeWave G (-n) x + a * conj b * planeWave G (2 + -n) x
        + conj a * b * planeWave G (-2 + -n) x := by
    funext x
    rw [density_orbital, ← hN]
    linear_combination a * conj b * planeWave_mul G 2 (-n) x
      + conj a * b * planeWave_mul G (-2) (-n) x
  have cont : ∀ m, Continuous (planeWave G m) := by
    intro m
    unfold planeWave
    fun_prop
  have hi : ∀ (c : ℂ) (m : ℤ), IntervalIntegrable (fun x => c * planeWave G m x)
      MeasureTheory.volume 0 (2 * π / G) :=
    fun c m => (continuous_const.mul (cont m)).intervalIntegrable _ _
  have h12 : IntervalIntegrable
      (fun x => N * planeWave G (-n) x + a * conj b * planeWave G (2 + -n) x)
      MeasureTheory.volume 0 (2 * π / G) := (hi _ _).add (hi _ _)
  have e := fun m => cellAverage_planeWave hG m
  unfold cellAverage at e
  unfold densityMode
  rw [hf]
  unfold cellAverage
  -- integrate term by term
  rw [intervalIntegral.integral_add h12 (hi _ _), intervalIntegral.integral_add (hi _ _) (hi _ _),
    intervalIntegral.integral_const_mul, intervalIntegral.integral_const_mul,
    intervalIntegral.integral_const_mul]
  have c0 : -n = 0 ↔ n = 0 := by omega
  have c1 : 2 + -n = 0 ↔ n = 2 := by omega
  have c2 : -2 + -n = 0 ↔ n = -2 := by omega
  calc _ = N * (if -n = 0 then 1 else 0) + a * conj b * (if 2 + -n = 0 then 1 else 0)
        + conj a * b * (if -2 + -n = 0 then 1 else 0) := by
        linear_combination N * e (-n) + a * conj b * e (2 + -n) + conj a * b * e (-2 + -n)
    _ = _ := by simp only [c0, c1, c2, mul_ite, mul_one, mul_zero]
```

Inserting the modes 2 and -2 gives the energy. The formula holds for every real `w` and without normalisation.

```lean
/-- For `G ≠ 0`, the Hartree energy of the orbital is `w |a|² |b|²`. -/
theorem hartreeEnergy_orbital (w : ℝ) {G : ℝ} (hG : G ≠ 0) (a b : ℂ) :
    hartreeEnergy w G (orbital G a b) = w * ‖a‖ ^ 2 * ‖b‖ ^ 2 := by
  have h1 : densityMode G (orbital G a b) 2 = a * conj b := by
    rw [densityMode_orbital hG]; simp
  have h2 : densityMode G (orbital G a b) (-2) = conj a * b := by
    rw [densityMode_orbital hG]; simp
  unfold hartreeEnergy
  rw [h1, h2]
  simp only [norm_mul, RCLike.norm_conj]
  ring
```

## Real orbitals and the maximum

Reality is stated as a vanishing imaginary part at every point x. The forward direction evaluates the orbital at the origin and a quarter period away, as in the derivation, and compares real and imaginary parts. The converse substitutes b = a* and expands.

```lean
/-- For `G ≠ 0`, the orbital is real at every point exactly when `b` is the complex conjugate
of `a`. -/
theorem orbital_real_iff {G : ℝ} (hG : G ≠ 0) (a b : ℂ) :
    (∀ x, (orbital G a b x).im = 0) ↔ b = conj a := by
  constructor
  · intro h
    -- compare the origin with the point a quarter period away
    have h0 := h 0
    have h1 := h (π / (2 * G))
    have e : ((1 : ℤ) : ℝ) * G * (π / (2 * G)) = π / 2 := by
      push_cast
      field_simp
    have hI : planeWave G 1 (π / (2 * G)) = Complex.I := by
      unfold planeWave
      rw [e, Complex.exp_mul_I, ← Complex.ofReal_cos, ← Complex.ofReal_sin,
        Real.cos_pi_div_two, Real.sin_pi_div_two]
      simp
    have hm := conj_planeWave G 1 (π / (2 * G))
    rw [hI, Complex.conj_I] at hm
    unfold orbital at h1
    rw [hI, ← hm] at h1
    simp [orbital, planeWave] at h0
    simp at h1
    apply Complex.ext
    · rw [Complex.conj_re]; linarith
    · rw [Complex.conj_im]; linarith
  · rintro rfl x
    unfold orbital
    rw [← conj_planeWave G 1 x]
    simp only [Complex.add_im, Complex.mul_im, Complex.conj_re, Complex.conj_im]
    ring
```

The maximum is attained exactly when the two moduli agree. If E = w/4, the equation `h1` gives w(|a|² - |b|²)² = 0; dividing out w and using that moduli are non-negative yields |a| = |b|. In the other direction, normalisation makes both squared moduli 1/2.

An orbital with |a| = |b| need not be real: i√2 cos(Gx) also has energy w/4. It becomes real after multiplication by a constant phase, and the same is true of every orbital with |a| = |b|, as one sees by multiplying it by exp(-i(α+β)/2), where α and β are the phases of a and b. This last observation is not proved in the Lean code.

```lean
/-- For a normalised orbital with `G ≠ 0` and `w > 0`, the Hartree energy equals `w/4` exactly
when both plane waves have the same modulus of amplitude. -/
theorem hartreeEnergy_eq_max_iff {w G : ℝ} (hw : 0 < w) (hG : G ≠ 0) {a b : ℂ}
    (h : ‖a‖ ^ 2 + ‖b‖ ^ 2 = 1) :
    hartreeEnergy w G (orbital G a b) = w / 4 ↔ ‖a‖ = ‖b‖ := by
  rw [hartreeEnergy_orbital w hG]
  constructor
  · intro E
    have h1 : w * (‖a‖ ^ 2 - ‖b‖ ^ 2) ^ 2 = 0 := by
      linear_combination w * (‖a‖ ^ 2 + ‖b‖ ^ 2 + 1) * h - 4 * E
    have h2 : (‖a‖ ^ 2 - ‖b‖ ^ 2) ^ 2 = 0 := (mul_eq_zero.mp h1).resolve_left hw.ne'
    have h3 : ‖a‖ ^ 2 - ‖b‖ ^ 2 = 0 := pow_eq_zero_iff (two_ne_zero) |>.mp h2
    exact (sq_eq_sq₀ (norm_nonneg a) (norm_nonneg b)).mp (by linarith)
  · intro hab
    rw [hab] at h ⊢
    have hB : ‖b‖ ^ 2 = 1 / 2 := by linarith
    rw [hB]
    ring
```

The main theorem collects the three statements under the hypotheses `hw` (w > 0), `hG` (G ≠ 0) and `h` (normalisation). The bound comes from writing the energy as w/4 minus a non-negative square. The statement about real orbitals combines the two preceding theorems, since a and a* have the same modulus. The last part is the vanishing of a product with w ≠ 0.

```lean
/-- For a normalised orbital with `G ≠ 0` and `w > 0`, the Hartree energy is at most `w/4`, every
real orbital attains `w/4`, and the energy is zero exactly for the travelling waves, `a = 0` or
`b = 0`. -/
theorem hartreeEnergy_real_and_travelling {w G : ℝ} (hw : 0 < w) (hG : G ≠ 0) {a b : ℂ}
    (h : ‖a‖ ^ 2 + ‖b‖ ^ 2 = 1) :
    hartreeEnergy w G (orbital G a b) ≤ w / 4 ∧
    ((∀ x, (orbital G a b x).im = 0) → hartreeEnergy w G (orbital G a b) = w / 4) ∧
    (hartreeEnergy w G (orbital G a b) = 0 ↔ a = 0 ∨ b = 0) := by
  refine ⟨?_, ?_, ?_⟩
  · rw [hartreeEnergy_orbital w hG]
    -- the distance to the maximum is a square
    have h1 : w * ‖a‖ ^ 2 * ‖b‖ ^ 2 = w / 4 - w / 4 * (‖a‖ ^ 2 - ‖b‖ ^ 2) ^ 2 := by
      linear_combination w / 4 * (‖a‖ ^ 2 + ‖b‖ ^ 2 + 1) * h
    have h2 : 0 ≤ w / 4 * (‖a‖ ^ 2 - ‖b‖ ^ 2) ^ 2 := by positivity
    linarith
  · intro hr
    rw [hartreeEnergy_eq_max_iff hw hG h, (orbital_real_iff hG a b).mp hr, RCLike.norm_conj]
  · rw [hartreeEnergy_orbital w hG]
    simp [hw.ne']
```

Small examples show what the hypotheses do:

- With no restriction on the norm, a = b = 1 gives a real orbital of energy w, above w/4.
- For G = 0 the orbital is constant and its density has no oscillating part, so a = b = 1/√2 is real but has zero energy.
- For w = 0 every orbital has zero energy, so the criterion for travelling waves needs w ≠ 0.
- For w < 0 a travelling wave has energy 0, which exceeds w/4, so the upper bound needs w ≥ 0.

The theorem compares Hartree energies within one shell. Kinetic energy is the same for all normalised orbitals of the shell and does not affect the comparison. Exchange and correlation are absent from the model. For one electron exact exchange cancels the Hartree energy completely, and all normalised orbitals of the shell then have the same energy; an approximate functional may cancel it only in part.

## The filled shell has a uniform density

The dependence on a and b disappears from the density when both orbitals of the shell are occupied. The partner of (a, b) has amplitudes (-b*, a*). It is normalised too, and it is orthogonal to the first orbital because a*(-b*) + b* a* = 0. Its coefficient at 2G is (-b*)a = -a b*, which cancels that of the first orbital; the coefficients at -2G cancel in the same way. What remains is the constant 1 + 1 = 2.

The Lean theorem states this at every point x for the explicit pair of amplitudes. Its proof applies the density expansion twice and lets the oscillating terms cancel. Unlike for the single electron, choosing real orbitals here leaves the density unchanged.

```lean
/-- If `|a|² + |b|² = 1`, the densities of the orbital `(a, b)` and of its partner `(-b*, a*)`
add up to the constant `2`. -/
theorem filled_shell_density (G : ℝ) {a b : ℂ} (h : ‖a‖ ^ 2 + ‖b‖ ^ 2 = 1) (x : ℝ) :
    ‖orbital G a b x‖ ^ 2 + ‖orbital G (-conj b) (conj a) x‖ ^ 2 = 2 := by
  apply Complex.ofReal_injective
  rw [Complex.ofReal_add, density_orbital, density_orbital]
  simp only [norm_neg, RCLike.norm_conj, map_neg, Complex.conj_conj]
  rw [add_comm (‖b‖ ^ 2) (‖a‖ ^ 2), h]
  push_cast
  ring

end

end GammaPointOpenShell
```

```lean
#print axioms GammaPointOpenShell.hartreeEnergy_real_and_travelling
#print axioms GammaPointOpenShell.filled_shell_density
```

```
'GammaPointOpenShell.hartreeEnergy_real_and_travelling' depends on axioms: [propext, Classical.choice, Quot.sound]
'GammaPointOpenShell.filled_shell_density' depends on axioms: [propext, Classical.choice, Quot.sound]
```
